# Total Klein–Nishina cross section of a free electron at rest: closed form and energy limits

A photon of energy $x$, in units of the electron rest energy, scatters from a free electron at rest through an angle $\theta$ with cosine $c=\cos\theta$ (not the speed of light), and leaves with energy $xP$, where $P=1/(1+x(1-c))$. The total unpolarized cross section in units of the Thomson value is $s(x)=\frac38\int_{-1}^{1}P^2\left(P+\frac1P-1+c^2\right)dc$, called `sigma` in the Lean file below.

```lean
import Mathlib

open Filter Topology Set

namespace KleinNishina

noncomputable section

/-- Ratio of outgoing to incoming photon energy at scattering cosine `c`, for incoming energy `x`
in units of the electron rest energy; the domain is `1 + x (1 - c) ≠ 0`. -/
def ratio (x c : ℝ) : ℝ := 1 / (1 + x * (1 - c))

/-- The unpolarized Klein-Nishina angular factor `P² (P + 1/P - sin² θ)` with `c = cos θ`,
on the domain `1 + x (1 - c) ≠ 0`. -/
def angular (x c : ℝ) : ℝ :=
  ratio x c ^ 2 * (ratio x c + 1 / ratio x c - 1 + c ^ 2)

/-- The total Klein-Nishina cross section in units of the Thomson cross section,
for photon energy `x ≥ 0` in units of the electron rest energy. -/
def sigma (x : ℝ) : ℝ := 3 / 8 * ∫ c in (-1 : ℝ)..1, angular x c

/-- A primitive for the angular integration, in the variable `u = 1 + x (1 - c)`,
for `x ≠ 0` and `u > 0`. -/
def primitive (x u : ℝ) : ℝ :=
  Real.log u - 1 / 2 * u⁻¹ ^ 2 - 2 / x * (Real.log u + u⁻¹)
    + (u - 2 * Real.log u - u⁻¹) / x ^ 2

/-- The recoil denominator is positive for `x > 0` and `c ≤ 1`. -/
theorem recoil_pos {x c : ℝ} (hx : 0 < x) (hc : c ≤ 1) : 0 < 1 + x * (1 - c) := by
  have := mul_nonneg hx.le (sub_nonneg.2 hc)
  linarith

/-- Compton kinematics: for `x > 0` and `c ≤ 1`, an electron initially at rest recoils on its mass
shell exactly when the outgoing photon energy `k` is `x` times `ratio x c`. -/
theorem compton_energy {x c : ℝ} (hx : 0 < x) (hc : c ≤ 1) (k : ℝ) :
    (1 + x - k) ^ 2 = 1 + (x ^ 2 + k ^ 2 - 2 * x * k * c) ↔ k = x * ratio x c := by
  unfold ratio
  rw [mul_one_div, eq_div_iff (recoil_pos hx hc).ne']
  constructor
  · intro h
    linear_combination (-1 / 2) * h
  · intro h
    linear_combination (-2) * h

/-- For `x > 0` and `c ≤ 1`, the Klein-Nishina angular factor is the derivative in `c` of
`-(1/x)` times the primitive taken at `u = 1 + x (1 - c)`. -/
theorem hasDerivAt_primitive {x c : ℝ} (hx : 0 < x) (hc : c ≤ 1) :
    HasDerivAt (fun c => -(1 / x) * primitive x (1 + x * (1 - c))) (angular x c) c := by
  have hpos := recoil_pos hx hc
  have hin : HasDerivAt (fun c : ℝ => 1 + x * (1 - c)) (x * (-1)) c :=
    (((hasDerivAt_id' c).const_sub 1).const_mul x).const_add 1
  obtain ⟨u, hu⟩ : ∃ u, u = 1 + x * (1 - c) := ⟨_, rfl⟩
  have hu0 : u ≠ 0 := by rw [hu]; exact hpos.ne'
  have hl := Real.hasDerivAt_log hu0
  have hi := hasDerivAt_inv hu0
  have hg : HasDerivAt (primitive x)
      (u⁻¹ - 1 / 2 * (2 * u⁻¹ * (-(u ^ 2)⁻¹)) - 2 / x * (u⁻¹ + -(u ^ 2)⁻¹)
        + (1 - 2 * u⁻¹ - -(u ^ 2)⁻¹) / x ^ 2) u := by
    refine HasDerivAt.congr_deriv
      (((hl.fun_sub ((hi.fun_pow 2).const_mul (1 / 2))).fun_sub
        ((hl.fun_add hi).const_mul (2 / x))).fun_add
        ((((hasDerivAt_id' u).fun_sub (hl.const_mul 2)).fun_sub hi).div_const (x ^ 2))) ?_
    norm_num
  have hg' := hg
  rw [hu] at hg'
  refine HasDerivAt.congr_deriv ((hg'.comp c hin).const_mul (-(1 / x))) ?_
  -- express the cosine through u, so that only powers of u and x remain
  have hcu : c = 1 - (u - 1) / x := by
    have h : (u - 1) / x = 1 - c := by
      rw [hu, add_sub_cancel_left, mul_div_cancel_left₀ _ hx.ne']
    linarith
  simp only [angular, ratio, ← hu]
  rw [hcu]
  have hx0 := hx.ne'
  field_simp
  ring

/-- For `x > 0` the angular factor is integrable over all scattering cosines. -/
theorem angular_integrable {x : ℝ} (hx : 0 < x) :
    IntervalIntegrable (angular x) MeasureTheory.volume (-1) 1 := by
  apply ContinuousOn.intervalIntegrable
  rw [uIcc_of_le (by norm_num : (-1 : ℝ) ≤ 1)]
  have hP : ContinuousOn (fun c => ratio x c) (Icc (-1) 1) := by
    simp only [ratio]
    exact continuousOn_const.div (by fun_prop) (fun c hc => (recoil_pos hx hc.2).ne')
  have hne : ∀ c ∈ Icc (-1 : ℝ) 1, ratio x c ≠ 0 := fun c hc =>
    (one_div_pos.2 (recoil_pos hx hc.2)).ne'
  exact (hP.pow 2).mul (((hP.add (continuousOn_const.div hP hne)).sub
    continuousOn_const).add (continuousOn_id.pow 2))

/-- The total Klein-Nishina cross section in closed form, for every photon energy `x > 0`. -/
theorem sigma_closed_form {x : ℝ} (hx : 0 < x) :
    sigma x = 3 / 4 * ((1 + x) / x ^ 3 * (2 * x * (1 + x) / (1 + 2 * x) - Real.log (1 + 2 * x))
      + Real.log (1 + 2 * x) / (2 * x) - (1 + 3 * x) / (1 + 2 * x) ^ 2) := by
  have hint := intervalIntegral.integral_eq_sub_of_hasDerivAt
    (fun c hc => hasDerivAt_primitive hx
      (by rw [uIcc_of_le (by norm_num : (-1 : ℝ) ≤ 1)] at hc; exact hc.2))
    (angular_integrable hx)
  have e1 : 1 + x * (1 - 1) = 1 := by ring
  have e2 : 1 + x * (1 - (-1)) = 1 + 2 * x := by ring
  unfold sigma
  rw [hint, e1, e2]
  unfold primitive
  rw [Real.log_one]
  have hx0 := hx.ne'
  have h2 : 1 + 2 * x ≠ 0 := by positivity
  generalize Real.log (1 + 2 * x) = L
  field_simp
  ring

/-- Second-order recoil expansion of the angular factor: for recoil `t ≥ 0` and `a = sin² θ` in
`[0, 1]` the error is at most `11 t³`. -/
theorem recoil_expansion {t a : ℝ} (ht : 0 ≤ t) (ha : 0 ≤ a) (ha1 : a ≤ 1) :
    |(1 / (1 + t)) ^ 2 * (1 / (1 + t) + 1 / (1 / (1 + t)) - a)
      - (2 - 4 * t + 7 * t ^ 2 - a * (1 - 2 * t + 3 * t ^ 2))| ≤ 11 * t ^ 3 := by
  have h1 : 0 < 1 + t := by linarith
  have h3 := pow_nonneg ht 3
  have h4 := pow_nonneg ht 4
  have h5 := pow_nonneg ht 5
  have h6 := pow_nonneg ht 6
  -- the exact remainders of P³, P and P²
  have hid : (1 / (1 + t)) ^ 2 * (1 / (1 + t) + 1 / (1 / (1 + t)) - a)
      - (2 - 4 * t + 7 * t ^ 2 - a * (1 - 2 * t + 3 * t ^ 2))
      = a * ((4 * t ^ 3 + 3 * t ^ 4) / (1 + t) ^ 2)
        - (10 * t ^ 3 + 15 * t ^ 4 + 6 * t ^ 5) / (1 + t) ^ 3 - t ^ 3 / (1 + t) := by
    have h0 := h1.ne'
    field_simp
    ring
  have hA : (10 * t ^ 3 + 15 * t ^ 4 + 6 * t ^ 5) / (1 + t) ^ 3 ≤ 10 * t ^ 3 := by
    rw [div_le_iff₀ (by positivity)]
    nlinarith
  have hB : t ^ 3 / (1 + t) ≤ t ^ 3 := by
    rw [div_le_iff₀ h1]
    nlinarith
  have hC : (4 * t ^ 3 + 3 * t ^ 4) / (1 + t) ^ 2 ≤ 4 * t ^ 3 := by
    rw [div_le_iff₀ (by positivity)]
    nlinarith
  have hA0 : 0 ≤ (10 * t ^ 3 + 15 * t ^ 4 + 6 * t ^ 5) / (1 + t) ^ 3 := by positivity
  have hB0 : 0 ≤ t ^ 3 / (1 + t) := by positivity
  have hC0 : 0 ≤ (4 * t ^ 3 + 3 * t ^ 4) / (1 + t) ^ 2 := by positivity
  have hD0 := mul_nonneg ha hC0
  have hD := mul_le_of_le_one_left hC0 ha1
  rw [hid, abs_le]
  constructor <;> linarith

/-- For every `x > 0` the total cross section differs from `1 - 2x + 26x²/5` by at most `66 x³`,
in units of the Thomson cross section. -/
theorem low_energy_bound {x : ℝ} (hx : 0 < x) :
    |sigma x - (1 - 2 * x + 26 / 5 * x ^ 2)| ≤ 66 * x ^ 3 := by
  let Q : ℝ → ℝ := fun c => 2 - 4 * (x * (1 - c)) + 7 * (x * (1 - c)) ^ 2
    - (1 - c ^ 2) * (1 - 2 * (x * (1 - c)) + 3 * (x * (1 - c)) ^ 2)
  have hQi : IntervalIntegrable Q MeasureTheory.volume (-1) 1 :=
    Continuous.intervalIntegrable (by fun_prop) _ _
  have hQ : ∫ c in (-1 : ℝ)..1, Q c = 8 / 3 - 16 / 3 * x + 208 / 15 * x ^ 2 := by
    have hd : ∀ c ∈ uIcc (-1 : ℝ) 1, HasDerivAt (fun c : ℝ =>
        (1 - 2 * x + 4 * x ^ 2) * c + (x - 4 * x ^ 2) * c ^ 2
        + (1 / 3 - 2 / 3 * x + 7 / 3 * x ^ 2) * c ^ 3
        + (x / 2 - 3 / 2 * x ^ 2) * c ^ 4 + 3 / 5 * x ^ 2 * c ^ 5) (Q c) c := by
      intro c _
      refine HasDerivAt.congr_deriv
        ((((((hasDerivAt_id' c).const_mul _).fun_add ((hasDerivAt_pow 2 c).const_mul _)).fun_add
          ((hasDerivAt_pow 3 c).const_mul _)).fun_add
          ((hasDerivAt_pow 4 c).const_mul _)).fun_add ((hasDerivAt_pow 5 c).const_mul _)) ?_
      simp only [Q]
      norm_num
      ring
    rw [intervalIntegral.integral_eq_sub_of_hasDerivAt hd hQi]
    ring
  have hs : sigma x - (1 - 2 * x + 26 / 5 * x ^ 2)
      = 3 / 8 * ∫ c in (-1 : ℝ)..1, (angular x c - Q c) := by
    rw [intervalIntegral.integral_sub (angular_integrable hx) hQi, hQ]
    unfold sigma
    ring
  have hb : ‖∫ c in (-1 : ℝ)..1, (angular x c - Q c)‖ ≤ 88 * x ^ 3 * |1 - (-1 : ℝ)| := by
    apply intervalIntegral.norm_integral_le_of_norm_le_const
    intro c hc
    rw [uIoc_of_le (by norm_num : (-1 : ℝ) ≤ 1)] at hc
    obtain ⟨hc1, hc2⟩ := hc
    have ht : 0 ≤ x * (1 - c) := mul_nonneg hx.le (by linarith)
    have ht2 : x * (1 - c) ≤ 2 * x := by nlinarith
    have h := recoil_expansion (a := 1 - c ^ 2) ht (by nlinarith) (by nlinarith [sq_nonneg c])
    have h3 := pow_le_pow_left₀ ht ht2 3
    have he : angular x c - Q c = (1 / (1 + x * (1 - c))) ^ 2 * (1 / (1 + x * (1 - c))
        + 1 / (1 / (1 + x * (1 - c))) - (1 - c ^ 2)) - Q c := by
      simp only [angular, ratio]
      ring
    rw [Real.norm_eq_abs, he]
    refine h.trans ?_
    nlinarith
  have h2 : |1 - (-1 : ℝ)| = 2 := by norm_num
  rw [h2, Real.norm_eq_abs] at hb
  rw [hs, abs_mul, abs_of_pos (by norm_num : (0 : ℝ) < 3 / 8)]
  linarith

/-- Low-energy limit: after the Thomson value and the linear recoil term `-2x` are removed, the
coefficient of `x²` in the total cross section is `26/5`. -/
theorem low_energy_limit :
    Tendsto (fun x => (sigma x - 1 + 2 * x) / x ^ 2) (𝓝[>] 0) (𝓝 (26 / 5)) := by
  rw [tendsto_iff_norm_sub_tendsto_zero]
  have hlin : Tendsto (fun x : ℝ => 66 * x) (𝓝[>] 0) (𝓝 0) :=
    ((continuous_const.mul continuous_id).tendsto' 0 0 (by simp)).mono_left nhdsWithin_le_nhds
  refine squeeze_zero' (Eventually.of_forall fun x => norm_nonneg _) ?_ hlin
  filter_upwards [self_mem_nhdsWithin] with x hx
  have hx' : 0 < x := hx
  have he : (sigma x - 1 + 2 * x) / x ^ 2 - 26 / 5
      = (sigma x - (1 - 2 * x + 26 / 5 * x ^ 2)) / x ^ 2 := by
    have hx0 := hx'.ne'
    field_simp
    ring
  rw [he, Real.norm_eq_abs, abs_div, abs_of_pos (pow_pos hx' 2), div_le_iff₀ (pow_pos hx' 2)]
  linarith [low_energy_bound hx']

/-- High-energy limit: `x` times the total cross section approaches `(3/8) (ln 2x + 1/2)`, in
units of the Thomson cross section, with a difference that tends to zero. -/
theorem high_energy_limit :
    Tendsto (fun x => x * sigma x - 3 / 8 * (Real.log (2 * x) + 1 / 2)) atTop (𝓝 0) := by
  have hy : Tendsto (fun x : ℝ => x⁻¹) atTop (𝓝 0) := tendsto_inv_atTop_zero
  have hw : Tendsto (fun x : ℝ => Real.log x / x) atTop (𝓝 0) :=
    Real.isLittleO_log_id_atTop.tendsto_div_nhds_zero
  have h2 : Tendsto (fun x : ℝ => 2 + x⁻¹) atTop (𝓝 2) := by simpa using hy.const_add 2
  have h1 : Tendsto (fun x : ℝ => 1 + x⁻¹) atTop (𝓝 1) := by simpa using hy.const_add 1
  have h3 : Tendsto (fun x : ℝ => 3 + x⁻¹) atTop (𝓝 3) := by simpa using hy.const_add 3
  have hM := h2.log (by norm_num)
  have hlim := ((((((h1.pow 2).const_mul 2).div h2 (by norm_num)).sub
    (h1.mul (hw.add (hy.mul hM)))).add ((hM.sub_const (Real.log 2)).div_const 2)).sub
    (h3.div (h2.pow 2) (by norm_num))).sub_const (1 / 4) |>.const_mul (3 / 4)
  have hval : (3 / 4 : ℝ) * (2 * 1 ^ 2 / 2 - 1 * (0 + 0 * Real.log 2)
      + (Real.log 2 - Real.log 2) / 2 - 3 / 2 ^ 2 - 1 / 4) = 0 := by
    ring
  rw [hval] at hlim
  refine hlim.congr' ?_
  filter_upwards [eventually_gt_atTop 0] with x hx
  have hx0 := hx.ne'
  have hd : 1 + 2 * x ≠ 0 := by positivity
  have hr : 2 + x⁻¹ = (1 + 2 * x) / x := by
    field_simp
    ring
  -- separate the growing logarithm from the bounded one
  have hL : Real.log (1 + 2 * x) = Real.log x + Real.log (2 + x⁻¹) := by
    rw [← Real.log_mul hx0 (by positivity), hr, mul_div_cancel₀ _ hx0]
  rw [sigma_closed_form hx, hL, Real.log_mul two_ne_zero hx0]
  generalize Real.log (2 + x⁻¹) = M
  simp only [Pi.div_apply, hr]
  field_simp
  ring

end

end KleinNishina
```

```lean
#print axioms KleinNishina.compton_energy
-- 'KleinNishina.compton_energy' depends on axioms: [propext, Classical.choice, Quot.sound]
#print axioms KleinNishina.sigma_closed_form
-- 'KleinNishina.sigma_closed_form' depends on axioms: [propext, Classical.choice, Quot.sound]
#print axioms KleinNishina.low_energy_limit
-- 'KleinNishina.low_energy_limit' depends on axioms: [propext, Classical.choice, Quot.sound]
#print axioms KleinNishina.high_energy_limit
-- 'KleinNishina.high_energy_limit' depends on axioms: [propext, Classical.choice, Quot.sound]
```

## Three statements about the cross section

With $L=\ln(1+2x)$, `sigma_closed_form` says that for every real $x>0$

$$s(x)=\frac34\left[\frac{1+x}{x^3}\left(\frac{2x(1+x)}{1+2x}-L\right)+\frac{L}{2x}-\frac{1+3x}{(1+2x)^2}\right].$$

`low_energy_limit` says that $(s(x)-1+2x)/x^2\to 26/5$ as $x$ tends to zero through positive values, which is the meaning of `𝓝[>] 0`. It rests on the explicit bound in `low_energy_bound`, valid for all $x>0$:

$$\left|s(x)-\left(1-2x+\tfrac{26}{5}x^2\right)\right|\le 66x^3.$$

`high_energy_limit` says that $x\,s(x)-\frac38\left(\ln 2x+\frac12\right)\to0$ as $x\to\infty$, written `atTop`.

## Kinematics and the assumed angular distribution

In Lean, `ratio x c` is $P$, and `angular x c` is the integrand. Since $-1+c^2=-\sin^2\theta$, the integrand is the usual Klein–Nishina factor. The differential cross section is $\frac{r_e^2}{2}$ times this factor, with $r_e$ the classical electron radius. The azimuthal integral gives $2\pi$, and division by the Thomson value $8\pi r_e^2/3$ leaves the prefactor $3/8$.

The form of $P$ is derived from conservation laws in `compton_energy`. If the outgoing photon has energy $k$, the electron has energy $1+x-k$ and squared momentum $x^2+k^2-2xkc$. The mass-shell condition is

$$(1+x-k)^2=1+x^2+k^2-2xkc.$$

Expanding and cancelling squares gives $x-k-xk(1-c)=0$, hence $k=xP$. Each step reverses, so the theorem is an equivalence. The two `linear_combination` calls carry out this cancellation in the two directions.

The angular factor itself enters as a definition. The step from the tree-level QED amplitude, with its spin and polarization sums, to `angular` is therefore taken from physics and not derived. Electron binding, initial electron motion and radiative corrections are absent. Within this free-electron, tree-level model, the closed form times the Thomson cross section and the electron number density is the Compton scattering probability per unit path length of a photon.

## Integrating over the scattering angle

Put $u=1+x(1-c)$, so that $P=1/u$, $dc=-du/x$ and $c=1-(u-1)/x$. `recoil_pos` shows $u>0$ for $x>0$ and $c\le1$. Then

$$c^2-1=-\frac{2(u-1)}{x}+\frac{(u-1)^2}{x^2},$$

and the integrand becomes

$$u^{-3}+u^{-1}-\frac2x\left(u^{-1}-u^{-2}\right)+\frac{1-2u^{-1}+u^{-2}}{x^2}.$$

Integrating term by term in $u$ gives the function `primitive`:

$$F(u)=\ln u-\frac{1}{2u^2}-\frac2x\left(\ln u+\frac1u\right)+\frac{u-2\ln u-u^{-1}}{x^2}.$$

`hasDerivAt_primitive` checks by the chain rule that $-F(u)/x$ has the integrand as its derivative in $c$. The proof replaces $c$ by $1-(u-1)/x$, after which `field_simp` and `ring` compare rational expressions in $u$ and $x$. `angular_integrable` obtains integrability from continuity on $[-1,1]$.

The endpoints $c=1$ and $c=-1$ correspond to $u=1$ and $u=w$, with $w=1+2x$. The fundamental theorem of calculus gives

$$\int_{-1}^{1}P^2\left(P+\frac1P-1+c^2\right)dc=\frac{F(w)-F(1)}{x}.$$

Here $F(1)=-\frac12-\frac2x$. The terms without a logarithm in $F(w)-F(1)$ are

$$\frac{2x(1+x)}{w^2}+\frac4w+\frac{4(1+x)}{xw}=\frac{2x(1+x)}{w^2}+\frac4x,$$

so

$$s=\frac34\left[L\left(\frac1{2x}-\frac{1+x}{x^3}\right)+\frac2{x^2}+\frac{1+x}{w^2}\right].$$

Because $(1+x)^2=w+x^2$, we have

$$\frac{2(1+x)^2}{x^2w}-\frac{1+3x}{w^2}=\frac2{x^2}+\frac2w-\frac{1+3x}{w^2}=\frac2{x^2}+\frac{1+x}{w^2},$$

which turns the bracket into the stated closed form. In Lean the logarithm is replaced by a free symbol `L`, and `field_simp` and `ring` finish the same algebra.

## Small recoil and the coefficient 26/5

Let $t=x(1-c)$ and $a=1-c^2$. The integrand is $P^3+P-aP^2$ with $P=1/(1+t)$. To second order,

$$P^3\approx1-3t+6t^2,\quad P\approx1-t+t^2,\quad P^2\approx1-2t+3t^2,$$

so the integrand is approximated by

$$Q=2-4t+7t^2-a(1-2t+3t^2).$$

Multiplying out the denominators gives the exact error

$$a\,\frac{4t^3+3t^4}{(1+t)^2}-\frac{10t^3+15t^4+6t^5}{(1+t)^3}-\frac{t^3}{1+t}.$$

For $t\ge0$ the three fractions lie between zero and $4t^3$, $10t^3$ and $t^3$ respectively. With $0\le a\le1$, the error lies between $-11t^3$ and $4t^3$. `recoil_expansion` proves the identity and these bounds.

In the integral of $Q$, the constant term gives $4-\frac43=\frac83$. The coefficient of $x$ is $-8+\frac83=-\frac{16}3$. For the coefficient of $x^2$, odd powers of $c$ drop out:

$$7\int_{-1}^{1}(1-c)^2dc-3\int_{-1}^{1}(1-c^4)\,dc=\frac{56}3-\frac{24}5=\frac{208}{15}.$$

Multiplication by $3/8$ yields $1-2x+\frac{26}5x^2$. The Lean proof evaluates the same integral from an explicit polynomial primitive.

Since $0\le t\le2x$, the integrand error is at most $88x^3$. The interval has length 2, so the error in $s$ is at most $\frac38\cdot2\cdot88x^3=66x^3$. Dividing by $x^2$ leaves at most $66x$, and `low_energy_limit` follows by squeezing.

## The logarithm at high energy

Write $y=1/x$ and $M=\ln(2+y)$, so that $L=\ln x+M$. Multiply the closed form by $x$ and subtract $\frac38(\ln2+\ln x+\frac12)$. The terms $\frac12\ln x$ inside the bracket cancel, leaving

$$\frac34\left[\frac{2(1+y)^2}{2+y}-(1+y)\left(\frac{\ln x}{x}+yM\right)+\frac{M-\ln2}{2}-\frac{3+y}{(2+y)^2}-\frac14\right].$$

As $x\to\infty$, both $y$ and $(\ln x)/x$ tend to zero and $M\to\ln2$. The bracket tends to $1-0+0-\frac34-\frac14=0$.

The Lean proof assembles this limit first, as `hlim`, from the limits of its parts. It then shows that the expression equals the one in the theorem for every $x>0$, which suffices for a limit at infinity.
